# Full-history mixing on a linear symmetric problem with spectrum in $[1,\kappa]$ converges at least at the Chebyshev rate

When I set the iteration limit for an SCF run with Anderson mixing, I start from an estimate of the largest eigenvalue $\kappa$ of the dielectric matrix. Close to self-consistency the residual is roughly $b-Ax$, with $A$ that matrix, and I assume that its spectrum lies in $[1,\kappa]$. If all earlier steps are kept, $n$ steps should bring the residual norm to at most $2\left(\frac{\sqrt\kappa-1}{\sqrt\kappa+1}\right)^n$ times its initial value, because a polynomial $p$ of degree at most $n$ with $p(0)=1$ is that small on the spectrum. Can this be made rigorous, with a proof that a machine has checked?

## A shifted Chebyshev polynomial gives the bound

Yes, for a real symmetric $A$ and an iterate that minimises the residual over the full history. Let $\kappa>1$ and $\rho=(\sqrt\kappa-1)/(\sqrt\kappa+1)$, so $0<\rho<1$. The Chebyshev polynomials satisfy $T_0=1$, $T_1=X$ and $T_{n+2}=2X\,T_{n+1}-T_n$. Hence $\deg T_n\le n$, and $T_n(\cos\theta)=\cos n\theta$ gives $|T_n|\le1$ on $[-1,1]$.

If $zw=1$, then $T_n\left(\frac{z+w}2\right)=\frac{z^n+w^n}2$. This is clear for $n=0,1$, and the recurrence carries it on, since
$$(z+w)\frac{z^{n+1}+w^{n+1}}2-\frac{z^n+w^n}2=\frac{z^{n+2}+w^{n+2}}2+(zw-1)\frac{z^n+w^n}2 .$$
With $z=\rho^{-1}$ and $w=\rho$,
$$\frac{z+w}2=\frac{(\sqrt\kappa+1)^2+(\sqrt\kappa-1)^2}{2(\kappa-1)}=\frac{\kappa+1}{\kappa-1},$$
so $D:=T_n\left(\frac{\kappa+1}{\kappa-1}\right)=\frac{\rho^{-n}+\rho^n}2\ge\frac{\rho^{-n}}2$.

Now set
$$p(x)=\frac1D\,T_n\left(\frac{\kappa+1-2x}{\kappa-1}\right).$$
Then $p(0)=1$. For $x\in[1,\kappa]$ the argument lies in $[-1,1]$, so $|p(x)|\le1/D\le2\rho^n$.

Let the $w_i$ be an orthonormal basis of eigenvectors of $A$, with eigenvalues $\mu_i$. By symmetry $w_i\cdot p(A)r=p(\mu_i)\,w_i\cdot r$, hence
$$\|p(A)r\|^2=\sum_i p(\mu_i)^2(w_i\cdot r)^2\le(2\rho^n)^2\|r\|^2 .$$

For mixing, let $r_0=b-Ax_0$ and write $p=1+Xd$ with $\deg d<n$. The trial vector $x_0-d(A)r_0$ has residual $r_0+A\,d(A)r_0=p(A)r_0$, and the minimiser does no worse.

Finally, $\rho=1-\frac2{\sqrt\kappa+1}\le e^{-2/(\sqrt\kappa+1)}$, so $n\ge\frac{\sqrt\kappa+1}2\ln\frac2\varepsilon$ gives $2\rho^n\le\varepsilon$. For $\kappa=100$ and $\varepsilon=10^{-6}$, 80 steps suffice in this linear model.

For $n=1$ the polynomial is $p(x)=1-\frac{2x}{\kappa+1}$, which is one step of simple mixing with damping $2/(\kappa+1)$.

## What the Lean statements say

In `exists_residual_polynomial`, `∃ p` comes before the quantifiers over `m`, `A` and `r`: one polynomial serves every matrix size, matrix and vector. `aeval A p *ᵥ r` is $p(A)r$, and `vecNorm` is the Euclidean norm. The physics enters through `A.IsSymm` and `spectrum ℝ A ⊆ Set.Icc 1 κ`. The lower end 1 stands for screening that only adds to the identity; symmetry may require a change of variables first, and the norm is then the one in those variables.

`mixingSpace` contains $x_0+q(A)r_0$ with $\deg q<n$, and `IsFullHistoryIterate` says that $x$ minimises the residual there. That is a hypothesis: the file does not derive it from Anderson's update formulas. In exact arithmetic on this linear problem, with every iterate stored and a nonzero mixing parameter, those formulas first form such a minimiser as a weighted average of the iterates (the weights sum to 1 but may be negative), and then add a multiple of its residual to get the next iterate. The bound is for the average, not for that next iterate. Nonlinearity, truncated history and rounding are not covered.

```lean
import Mathlib

open Polynomial
open scoped Matrix

namespace FullHistoryMixing

noncomputable section

/-- The Euclidean norm of a real vector. -/
def vecNorm {m : Type*} [Fintype m] (v : m → ℝ) : ℝ := ‖WithLp.toLp 2 v‖

/-- The convergence factor `(√κ - 1)/(√κ + 1)`, for `κ ≥ 0`. -/
def rate (κ : ℝ) : ℝ := (√κ - 1) / (√κ + 1)

/-- The Chebyshev polynomial shifted from `[-1, 1]` to `[1, κ]` and divided by its value
at the origin, for `κ > 1`. -/
def chebResidual (κ : ℝ) (n : ℕ) : ℝ[X] :=
  C ((Chebyshev.T ℝ (n : ℤ)).eval ((κ + 1) / (κ - 1)))⁻¹ *
    (Chebyshev.T ℝ (n : ℤ)).comp (C ((κ + 1) / (κ - 1)) - C (2 / (κ - 1)) * X)

/-- The vectors reached from `x₀` by adding a polynomial in `A` of degree below `n`,
applied to the initial residual `b - A x₀`. -/
def mixingSpace {m : Type*} [Fintype m] [DecidableEq m] (A : Matrix m m ℝ)
    (b x₀ : m → ℝ) (n : ℕ) : Set (m → ℝ) :=
  {x | ∃ q : ℝ[X], q.degree < n ∧ x = x₀ + aeval A q *ᵥ (b - A *ᵥ x₀)}

/-- `x` has the smallest residual norm `‖b - A x‖` in the mixing space of `n` steps. -/
def IsFullHistoryIterate {m : Type*} [Fintype m] [DecidableEq m] (A : Matrix m m ℝ)
    (b x₀ : m → ℝ) (n : ℕ) (x : m → ℝ) : Prop :=
  x ∈ mixingSpace A b x₀ n ∧
    ∀ y ∈ mixingSpace A b x₀ n, vecNorm (b - A *ᵥ x) ≤ vecNorm (b - A *ᵥ y)

/-- The three-term recurrence of the Chebyshev polynomials. -/
lemma cheb_rec (n : ℕ) : Chebyshev.T ℝ ((n + 2 : ℕ) : ℤ) =
    2 * X * Chebyshev.T ℝ ((n + 1 : ℕ) : ℤ) - Chebyshev.T ℝ (n : ℤ) := by
  push_cast
  exact Chebyshev.T_add_two ℝ (n : ℤ)

/-- If `z w = 1`, the Chebyshev polynomial at `(z + w)/2` equals `(zⁿ + wⁿ)/2`. -/
theorem cheb_eval_mean {z w : ℝ} (h : z * w = 1) (n : ℕ) :
    (Chebyshev.T ℝ (n : ℤ)).eval ((z + w) / 2) = (z ^ n + w ^ n) / 2 := by
  induction n using Nat.twoStepInduction with
  | zero => simp
  | one => simp
  | more n h0 h1 =>
    rw [cheb_rec]
    simp only [eval_sub, eval_mul, eval_X, eval_ofNat, h0, h1]
    linear_combination ((z ^ n + w ^ n) / 2) * h

/-- The shifted Chebyshev polynomial has degree at most `n`. -/
theorem chebResidual_natDegree (κ : ℝ) (n : ℕ) : (chebResidual κ n).natDegree ≤ n := by
  have hT : (Chebyshev.T ℝ (n : ℤ)).natDegree ≤ n := by
    induction n using Nat.twoStepInduction with
    | zero => simp
    | one => simp
    | more n h0 h1 =>
      rw [cheb_rec]
      refine (natDegree_sub_le _ _).trans (max_le ?_ (by omega))
      refine natDegree_mul_le.trans ?_
      have h2 : (2 * X : ℝ[X]).natDegree ≤ 1 := by compute_degree
      omega
  have hq : (C ((κ + 1) / (κ - 1)) - C (2 / (κ - 1)) * X : ℝ[X]).natDegree ≤ 1 := by
    compute_degree
  refine (natDegree_C_mul_le _ _).trans (natDegree_comp_le.trans ?_)
  calc _ ≤ n * 1 := Nat.mul_le_mul hT hq
    _ = n := mul_one n

/-- For `κ > 1` the convergence factor is positive. -/
lemma rate_pos {κ : ℝ} (hκ : 1 < κ) : 0 < rate κ := by
  have hs : 1 < √κ := (Real.lt_sqrt (by norm_num)).2 (by linarith)
  exact div_pos (by linarith) (by linarith)

/-- The value of the Chebyshev polynomial at `(κ + 1)/(κ - 1)`, in terms of the
convergence factor. -/
theorem cheb_eval_origin {κ : ℝ} (hκ : 1 < κ) (n : ℕ) :
    (Chebyshev.T ℝ (n : ℤ)).eval ((κ + 1) / (κ - 1)) =
      ((rate κ)⁻¹ ^ n + rate κ ^ n) / 2 := by
  have hs : 1 < √κ := (Real.lt_sqrt (by norm_num)).2 (by linarith)
  have key : ∀ s : ℝ, 1 < s → (s ^ 2 + 1) / (s ^ 2 - 1) =
      (((s - 1) / (s + 1))⁻¹ + (s - 1) / (s + 1)) / 2 := by
    intro s h
    have h1 : s - 1 ≠ 0 := by linarith
    have h2 : s + 1 ≠ 0 := by linarith
    have h3 : s ^ 2 - 1 ≠ 0 := by nlinarith
    rw [inv_div]
    field_simp
    ring
  have h := key (√κ) hs
  rw [Real.sq_sqrt (by linarith)] at h
  rw [h]
  exact cheb_eval_mean (inv_mul_cancel₀ (rate_pos hκ).ne') n

/-- The shifted Chebyshev polynomial is 1 at the origin and at most `2 rateⁿ` in absolute
value on `[1, κ]`. -/
theorem chebResidual_bound {κ : ℝ} (hκ : 1 < κ) (n : ℕ) :
    (chebResidual κ n).eval 0 = 1 ∧
      ∀ x ∈ Set.Icc 1 κ, |(chebResidual κ n).eval x| ≤ 2 * rate κ ^ n := by
  have hq := rate_pos hκ
  have hD : 0 < (Chebyshev.T ℝ (n : ℤ)).eval ((κ + 1) / (κ - 1)) := by
    rw [cheb_eval_origin hκ]
    positivity
  simp only [chebResidual, eval_mul, eval_C, eval_comp, eval_sub, eval_X]
  refine ⟨by rw [mul_zero, sub_zero, inv_mul_cancel₀ hD.ne'], fun x hx => ?_⟩
  have hk : 0 < κ - 1 := by linarith
  -- the shifted argument lies in [-1, 1], where the Chebyshev polynomial is a cosine
  have harg : (κ + 1) / (κ - 1) - 2 / (κ - 1) * x = (κ + 1 - 2 * x) / (κ - 1) := by ring
  have hl : -1 ≤ (κ + 1 - 2 * x) / (κ - 1) := by
    rw [le_div_iff₀ hk]; linarith [hx.2]
  have hu : (κ + 1 - 2 * x) / (κ - 1) ≤ 1 := by
    rw [div_le_iff₀ hk]; linarith [hx.1]
  have hT : |(Chebyshev.T ℝ (n : ℤ)).eval ((κ + 1 - 2 * x) / (κ - 1))| ≤ 1 := by
    rw [← Real.cos_arccos hl hu, Chebyshev.T_real_cos]
    exact Real.abs_cos_le_one _
  have hinv : ((Chebyshev.T ℝ (n : ℤ)).eval ((κ + 1) / (κ - 1)))⁻¹ ≤ 2 * rate κ ^ n := by
    rw [inv_eq_one_div, div_le_iff₀ hD, cheb_eval_origin hκ]
    have h1 : (rate κ)⁻¹ ^ n * rate κ ^ n = 1 := by
      rw [← mul_pow, inv_mul_cancel₀ hq.ne', one_pow]
    nlinarith [sq_nonneg (rate κ ^ n), h1]
  rw [harg, abs_mul, abs_of_pos (inv_pos.2 hD)]
  exact (mul_le_of_le_one_right (inv_pos.2 hD).le hT).trans hinv

variable {m : Type*} [Fintype m] [DecidableEq m]

/-- Along an eigenvector `w` of a symmetric `A` with eigenvalue `μ`, the matrix `p(A)`
multiplies the component of a vector by `p(μ)`. -/
theorem eigen_component {A : Matrix m m ℝ} (hA : A.IsSymm) {w : m → ℝ} {μ : ℝ}
    (hw : A *ᵥ w = μ • w) (p : ℝ[X]) (v : m → ℝ) :
    w ⬝ᵥ (aeval A p *ᵥ v) = p.eval μ * (w ⬝ᵥ v) := by
  have h1 : ∀ u : m → ℝ, w ⬝ᵥ (A *ᵥ u) = μ * (w ⬝ᵥ u) := by
    intro u
    rw [Matrix.dotProduct_mulVec, ← Matrix.mulVec_transpose, hA.eq, hw, smul_dotProduct,
      smul_eq_mul]
  have hpow : ∀ k : ℕ, w ⬝ᵥ (A ^ k *ᵥ v) = μ ^ k * (w ⬝ᵥ v) := by
    intro k
    induction k with
    | zero => simp
    | succ k ih => rw [pow_succ', ← Matrix.mulVec_mulVec, h1, ih]; ring
  induction p using Polynomial.induction_on' with
  | add p q hp hq =>
    rw [map_add, Matrix.add_mulVec, dotProduct_add, hp, hq, eval_add]
    ring
  | monomial k a =>
    rw [aeval_monomial, ← Algebra.smul_def, Matrix.smul_mulVec, dotProduct_smul, hpow,
      eval_monomial, smul_eq_mul]
    ring

/-- A bound on `|p|` over the spectrum of a real symmetric matrix `A` bounds the growth
of every vector under `p(A)`. -/
theorem spectral_bound {A : Matrix m m ℝ} (hA : A.IsSymm) {p : ℝ[X]} {e : ℝ} (he : 0 ≤ e)
    (hp : ∀ x ∈ spectrum ℝ A, |p.eval x| ≤ e) (r : m → ℝ) :
    vecNorm (aeval A p *ᵥ r) ≤ e * vecNorm r := by
  have hH : A.IsHermitian := by
    rw [Matrix.IsHermitian, Matrix.conjTranspose_eq_transpose_of_trivial]
    exact hA
  -- the squared norm is the sum of squared components in the eigenbasis
  have hn : ∀ v : m → ℝ,
      vecNorm v ^ 2 = ∑ i, ((hH.eigenvectorBasis i).ofLp ⬝ᵥ v) ^ 2 := by
    intro v
    rw [vecNorm, ← hH.eigenvectorBasis.sum_sq_norm_inner_right (WithLp.toLp 2 v)]
    refine Finset.sum_congr rfl fun i _ => ?_
    rw [Real.norm_eq_abs, sq_abs]
    simp [PiLp.inner_apply, dotProduct, mul_comm]
  have hsq : vecNorm (aeval A p *ᵥ r) ^ 2 ≤ (e * vecNorm r) ^ 2 := by
    rw [mul_pow, hn, hn, Finset.mul_sum]
    refine Finset.sum_le_sum fun i _ => ?_
    rw [eigen_component hA (hH.mulVec_eigenvectorBasis i) p r, mul_pow]
    have h := hp _ (hH.eigenvalues_mem_spectrum_real i)
    have h2 : p.eval (hH.eigenvalues i) ^ 2 ≤ e ^ 2 :=
      sq_le_sq.2 (h.trans (le_abs_self e))
    exact mul_le_mul_of_nonneg_right h2 (sq_nonneg _)
  exact (le_abs_self _).trans
    (abs_le_of_sq_le_sq hsq (mul_nonneg he (norm_nonneg _)))

/-- For `κ > 1` and every `n`, one polynomial of degree at most `n` with value 1 at the origin
multiplies the norm of every vector by at most `2 ((√κ - 1)/(√κ + 1))ⁿ`, when applied to any of the
real symmetric matrices with spectrum in `[1, κ]`. -/
theorem exists_residual_polynomial {κ : ℝ} (hκ : 1 < κ) (n : ℕ) :
    ∃ p : ℝ[X], p.natDegree ≤ n ∧ p.eval 0 = 1 ∧
      ∀ (m : Type*) [Fintype m] [DecidableEq m] (A : Matrix m m ℝ), A.IsSymm →
        spectrum ℝ A ⊆ Set.Icc 1 κ → ∀ r : m → ℝ,
          vecNorm (aeval A p *ᵥ r) ≤ 2 * ((√κ - 1) / (√κ + 1)) ^ n * vecNorm r := by
  obtain ⟨h0, hb⟩ := chebResidual_bound hκ n
  refine ⟨chebResidual κ n, chebResidual_natDegree κ n, h0, ?_⟩
  intro m _ _ A hA hspec r
  have hq := rate_pos hκ
  exact spectral_bound hA (e := 2 * rate κ ^ n) (by positivity)
    (fun x hx => hb x (hspec hx)) r

/-- For a real symmetric `A` with spectrum in `[1, κ]`, where `κ > 1`, the residual norm of a
full-history iterate of `n` steps is at most `2 ((√κ - 1)/(√κ + 1))ⁿ` times the initial one. -/
theorem full_history_bound {κ : ℝ} (hκ : 1 < κ) {A : Matrix m m ℝ} (hA : A.IsSymm)
    (hspec : spectrum ℝ A ⊆ Set.Icc 1 κ) {b x₀ x : m → ℝ} {n : ℕ}
    (hx : IsFullHistoryIterate A b x₀ n x) :
    vecNorm (b - A *ᵥ x) ≤
      2 * ((√κ - 1) / (√κ + 1)) ^ n * vecNorm (b - A *ᵥ x₀) := by
  obtain ⟨p, hdeg, hp0, hp⟩ := exists_residual_polynomial hκ n
  -- split off the constant term: p = X d + 1
  have h : p = X * p.divX + 1 := by
    have h' := divX_mul_X_add p
    rw [coeff_zero_eq_eval_zero, hp0, C_1] at h'
    linear_combination -h'
  have hpA : aeval A p = A * aeval A p.divX + 1 := by
    have h' := congrArg (aeval A) h
    simpa only [map_add, map_mul, aeval_X, map_one] using h'
  have hmem : x₀ + aeval A (-p.divX) *ᵥ (b - A *ᵥ x₀) ∈ mixingSpace A b x₀ n := by
    refine ⟨-p.divX, ?_, rfl⟩
    rw [degree_neg, degree_lt_iff_coeff_zero]
    intro k hk
    rw [coeff_divX]
    exact coeff_eq_zero_of_natDegree_lt (by omega)
  have hres : b - A *ᵥ (x₀ + aeval A (-p.divX) *ᵥ (b - A *ᵥ x₀)) =
      aeval A p *ᵥ (b - A *ᵥ x₀) := by
    rw [hpA, Matrix.add_mulVec, Matrix.one_mulVec, ← Matrix.mulVec_mulVec,
      Matrix.mulVec_add, map_neg, Matrix.neg_mulVec, Matrix.mulVec_neg]
    abel
  have hmin := hx.2 _ hmem
  rw [hres] at hmin
  exact hmin.trans (hp m A hA hspec _)

/-- For a real symmetric `A` with spectrum in `[1, κ]`, where `κ > 1`, and for `ε > 0`, the residual
norm of a full-history iterate is at most `ε` times the initial one once the number of steps is at
least `(√κ + 1)/2 · log (2/ε)`. -/
theorem full_history_steps {κ ε : ℝ} (hκ : 1 < κ) (hε : 0 < ε) {A : Matrix m m ℝ}
    (hA : A.IsSymm) (hspec : spectrum ℝ A ⊆ Set.Icc 1 κ) {b x₀ x : m → ℝ} {n : ℕ}
    (hx : IsFullHistoryIterate A b x₀ n x)
    (hn : (√κ + 1) / 2 * Real.log (2 / ε) ≤ n) :
    vecNorm (b - A *ᵥ x) ≤ ε * vecNorm (b - A *ᵥ x₀) := by
  have hs : 0 < √κ + 1 := by positivity
  have h1 : rate κ ≤ Real.exp (-(2 / (√κ + 1))) := by
    have h2 : rate κ = -(2 / (√κ + 1)) + 1 := by
      unfold rate
      field_simp
      ring
    rw [h2]
    exact Real.add_one_le_exp _
  have hL : Real.log (2 / ε) ≤ n * (2 / (√κ + 1)) := by
    have h2 := mul_le_mul_of_nonneg_right hn (div_pos two_pos hs).le
    have h3 : (√κ + 1) / 2 * Real.log (2 / ε) * (2 / (√κ + 1)) = Real.log (2 / ε) := by
      field_simp
    linarith
  have h4 : rate κ ^ n ≤ ε / 2 := by
    calc rate κ ^ n ≤ Real.exp (-(2 / (√κ + 1))) ^ n :=
          pow_le_pow_left₀ (rate_pos hκ).le h1 n
      _ = Real.exp (n * -(2 / (√κ + 1))) := (Real.exp_nat_mul _ n).symm
      _ ≤ Real.exp (-Real.log (2 / ε)) := Real.exp_le_exp.2 (by linarith)
      _ = ε / 2 := by rw [Real.exp_neg, Real.exp_log (by positivity), inv_div]
  refine (full_history_bound hκ hA hspec hx).trans ?_
  refine mul_le_mul_of_nonneg_right ?_ (norm_nonneg _)
  change 2 * rate κ ^ n ≤ ε
  linarith

end

end FullHistoryMixing
```

```lean
#print axioms FullHistoryMixing.full_history_steps
```

```
'FullHistoryMixing.full_history_steps' depends on axioms: [propext, Classical.choice, Quot.sound]
```

## How the proof follows the derivation

- `cheb_eval_mean` is the $zw=1$ identity. It uses two-step induction, and `linear_combination` supplies the multiple of $zw-1$.
- `cheb_eval_origin` computes $D$, and `chebResidual_natDegree` bounds the degree of $p$.
- `chebResidual_bound` writes the shifted argument as a cosine. Its `nlinarith` step proves $1\le2\rho^nD=1+\rho^{2n}$.
- `eigen_component` moves $A$ onto the eigenvector, first for powers and then for polynomials. `spectral_bound` sums the squared components.
- `full_history_bound` obtains $d$ as `p.divX`, checks that the trial vector is admissible (`hmem`), computes its residual (`hres`) and applies minimality.
- `full_history_steps` uses `Real.add_one_le_exp` for the exponential estimate.
